# With the SCAN gradient correction, a negative uniform-gas correlation energy stays negative at every density gradient

The theorem `total_neg` concerns the correlation energy per electron ε + H(y), where ε is the uniform-gas value, H is the SCAN gradient correction and y = t² is the squared reduced gradient. For real parameters γ > 0, β > 0, ε < 0 and y ≥ 0, it states that ε + H(y) is at most -γwg/(1 + w) and is strictly negative. Here w = exp(-ε/γ) - 1, and g = (1 + 4Ay)^(-1/4) is the damping function with A = β/(γw). The proof uses `total_eq` to write the energy as γ ln(1 - wg/(1 + w)), then applies ln x ≤ x - 1, for which the argument of the logarithm must be shown to be positive.

The failing Lean file:

```lean
import Mathlib

open Filter Topology

namespace ScanCorrelationGradient

noncomputable section

/-- The factor `w = exp(-ε/γ) - 1` built from the uniform-gas correlation energy `ε`,
for `γ ≠ 0`. -/
def w (γ ε : ℝ) : ℝ := Real.exp (-ε / γ) - 1

/-- The coefficient `A = β/(γ w)` of the squared reduced gradient, for `γ ≠ 0` and `ε ≠ 0`. -/
def A (γ β ε : ℝ) : ℝ := β / (γ * w γ ε)

/-- The damping function `g(y) = (1 + 4 a y)^(-1/4)`, for `1 + 4 a y > 0`. -/
def damping (a y : ℝ) : ℝ := (1 + 4 * a * y) ^ (-(1 / 4) : ℝ)

/-- The SCAN gradient correction `H(y) = γ ln(1 + w (1 - g(y)))` as a function of the squared
reduced gradient `y = t²`, for `γ > 0`, `β > 0`, `ε < 0` and `y ≥ 0`. -/
def H (γ β ε y : ℝ) : ℝ :=
  γ * Real.log (1 + w γ ε * (1 - damping (A γ β ε) y))

/-- For `γ > 0`, the factor `w` is positive when the uniform-gas correlation energy is negative. -/
theorem w_pos {γ ε : ℝ} (hγ : 0 < γ) (hε : ε < 0) : 0 < w γ ε := by
  have h : 0 < -ε / γ := div_pos (by linarith) hγ
  have h2 := Real.add_one_le_exp (-ε / γ)
  unfold w
  linarith

/-- For `a > 0` and `y ≥ 0` the damping function lies in the interval `(0, 1]`. -/
theorem damping_bounds {a y : ℝ} (ha : 0 < a) (hy : 0 ≤ y) :
    0 < damping a y ∧ damping a y ≤ 1 := by
  have h : 0 ≤ 4 * a * y := by positivity
  exact ⟨Real.rpow_pos_of_pos (by linarith) _,
    Real.rpow_le_one_of_one_le_of_nonpos (by linarith) (by norm_num)⟩

/-- The total correlation energy per electron is a single logarithm,
`ε + H = γ ln(1 - w g/(1 + w))`. -/
theorem total_eq {γ β ε y : ℝ} (hγ : 0 < γ) (hβ : 0 < β) (hε : ε < 0) (hy : 0 ≤ y) :
    ε + H γ β ε y =
      γ * Real.log (1 - w γ ε / (1 + w γ ε) * damping (A γ β ε) y) := by
  have hw := w_pos hγ hε
  have hA : 0 < A γ β ε := div_pos hβ (mul_pos hγ hw)
  have hg := (damping_bounds hA hy).2
  have h1 : 1 + w γ ε ≠ 0 := by linarith
  have h2 : 1 + w γ ε * (1 - damping (A γ β ε) y) ≠ 0 := by
    have := mul_nonneg hw.le (sub_nonneg.mpr hg)
    linarith
  -- the uniform-gas energy is itself a logarithm of `1 + w`
  have hlog : γ * Real.log (1 + w γ ε) = -ε := by
    unfold w
    rw [add_sub_cancel, Real.log_exp]
    field_simp
  have hq : 1 - w γ ε / (1 + w γ ε) * damping (A γ β ε) y =
      (1 + w γ ε * (1 - damping (A γ β ε) y)) / (1 + w γ ε) := by
    have h := div_mul_cancel₀ (w γ ε) h1
    rw [eq_div_iff h1]
    linear_combination (-damping (A γ β ε) y) * h
  rw [hq, Real.log_div h2 h1]
  unfold H
  linear_combination hlog

/-- At every gradient the total correlation energy per electron is at most
`-γ w g/(1 + w)`, and it is strictly negative. -/
theorem total_neg {γ β ε y : ℝ} (hγ : 0 < γ) (hβ : 0 < β) (hε : ε < 0) (hy : 0 ≤ y) :
    ε + H γ β ε y ≤ -(γ * (w γ ε / (1 + w γ ε) * damping (A γ β ε) y)) ∧
      ε + H γ β ε y < 0 := by
  have hw := w_pos hγ hε
  obtain ⟨hg0, hg1⟩ := damping_bounds (div_pos hβ (mul_pos hγ hw) : 0 < A γ β ε) hy
  have hq : 0 < w γ ε / (1 + w γ ε) := by positivity
  have hq1 : w γ ε / (1 + w γ ε) < 1 := by
    rw [div_lt_one (by linarith)]
    linarith
  have hqg := mul_le_of_le_one_right hq.le hg1
  -- the elementary bound `ln x ≤ x - 1`
  have hl := mul_le_mul_of_nonneg_left (Real.log_le_sub_one_of_pos
    (show 0 < 1 - w γ ε / (1 + w γ ε) * damping (A γ β ε) y by linarith)) hγ.le
  have hpos := mul_pos hγ (mul_pos hq hg0)
  rw [total_eq hγ hβ hε hy]
  constructor <;> linarith

end

end ScanCorrelationGradient
```

Compiling this gives:

```
Main.lean:78:63: error: linarith failed to find a contradiction
γ β ε y : ℝ
hγ : 0 < γ
hβ : 0 < β
hε : ε < 0
hy : 0 ≤ y
hw : 0 < w γ ε
hg0 : 0 < damping (β / (γ * w γ ε)) y
hg1 : damping (β / (γ * w γ ε)) y ≤ 1
hq : 0 < w γ ε / (1 + w γ ε)
hq1 : w γ ε / (1 + w γ ε) < 1
hqg : w γ ε / (1 + w γ ε) * damping (β / (γ * w γ ε)) y ≤ w γ ε / (1 + w γ ε)
a✝ : 1 - w γ ε / (1 + w γ ε) * damping (A γ β ε) y ≤ 0
⊢ False
failed
Main.lean:81:18: error: linarith failed to find a contradiction
case right
γ β ε y : ℝ
hγ : 0 < γ
hβ : 0 < β
hε : ε < 0
hy : 0 ≤ y
hw : 0 < w γ ε
hg0 : 0 < damping (β / (γ * w γ ε)) y
hg1 : damping (β / (γ * w γ ε)) y ≤ 1
hq : 0 < w γ ε / (1 + w γ ε)
hq1 : w γ ε / (1 + w γ ε) < 1
hqg : w γ ε / (1 + w γ ε) * damping (β / (γ * w γ ε)) y ≤ w γ ε / (1 + w γ ε)
hl :
  γ * Real.log (1 - w γ ε / (1 + w γ ε) * damping (A γ β ε) y) ≤ γ * (1 - w γ ε / (1 + w γ ε) * damping (A γ β ε) y - 1)
hpos : 0 < γ * (w γ ε / (1 + w γ ε) * damping (β / (γ * w γ ε)) y)
a✝ : 0 ≤ γ * Real.log (1 - w γ ε / (1 + w γ ε) * damping (A γ β ε) y)
⊢ False
failed
```

This version goes through:

```diff
@@ -68,5 +68,6 @@
       ε + H γ β ε y < 0 := by
   have hw := w_pos hγ hε
-  obtain ⟨hg0, hg1⟩ := damping_bounds (div_pos hβ (mul_pos hγ hw) : 0 < A γ β ε) hy
+  have hA : 0 < A γ β ε := div_pos hβ (mul_pos hγ hw)
+  obtain ⟨hg0, hg1⟩ := damping_bounds hA hy
   have hq : 0 < w γ ε / (1 + w γ ε) := by positivity
   have hq1 : w γ ε / (1 + w γ ε) < 1 := by
```

What went wrong. Both messages report that `linarith` found no contradiction, and in both contexts the damping function appears in two forms. The bounds `hg0` and `hg1` speak of `damping (β / (γ * w γ ε)) y`, the goals of `damping (A γ β ε) y`. These are equal by the definition of `A`, but `linarith` does not unfold that definition and treats them as unrelated quantities. So `hqg` cannot show that the logarithm's argument is positive, and `hpos` cannot be combined with `hl` to give strict negativity. The upper bound needs only `hl`, which has the right form, and it raises no error.

The unfolded form comes from the ascription `(div_pos … : 0 < A γ β ε)`. Lean checks the term against that type but does not record the type in the term, so `damping_bounds` took its `a` from the type `div_pos` itself gives, `0 < β / (γ * w γ ε)`. The repair first states the fact as `hA` with `have`, which does keep the stated type. `damping_bounds hA hy` then gives bounds on `damping (A γ β ε) y`, and both `linarith` calls succeed.
